# For a > 0, the undamped force-constant iteration x ↦ −a + c/x can converge to a positive fixed point only by hitting it exactly

The declaration `undamped_not_convergent` concerns a model with a single real force constant, updated by the map g(x) = −a + c/x with a > 0, where each new value replaces the old one entirely. Let x0 > 0 be self-consistent, g(x0) = x0, and let a real sequence follow g at every step from a non-zero value; a step from zero is left unrestricted. The theorem says that if the sequence converges to x0, then some term equals x0 exactly. The proof supposes that no term does, and goes to a step N from which all terms lie between 0 and x0 + a. There each step multiplies the error by −(x0 + a)/x, a factor of magnitude greater than 1, so the error cannot fall below its non-zero value at step N, which contradicts convergence.

This version doesn't compile in Lean 4 with Mathlib:

```lean
import Mathlib

open MeasureTheory ProbabilityTheory Filter Topology
open scoped NNReal

namespace UndampedNotConvergent

noncomputable section

/-- The self-consistent force-constant map `g(x) = -a + c/x`, for `x ≠ 0`. -/
def gapMap (a c x : ℝ) : ℝ := -a + c / x

/-- One iteration step with mixing `u`: the old force constant `x ≠ 0` is kept with weight
`1 - u` and the new one enters with weight `u`. -/
def mixedMap (a c u x : ℝ) : ℝ := (1 - u) * x + u * gapMap a c x

/-- A non-zero force constant is self-consistent exactly when `x (x + a) = c`. -/
theorem fixed_iff {a c x : ℝ} (hx : x ≠ 0) : gapMap a c x = x ↔ x * (x + a) = c := by
  have h : c / x = x + a ↔ c = (x + a) * x := div_eq_iff hx
  unfold gapMap
  constructor
  · intro h1
    linarith [h.1 (by linarith)]
  · intro h1
    linarith [h.2 (by linarith)]

/-- One mixed step from `x ≠ 0` multiplies the signed error from a non-zero self-consistent force
constant `x0` by exactly `1 - u - u (x0 + a)/x`. -/
theorem mixed_error {a c x0 x : ℝ} (u : ℝ) (h0 : x0 ≠ 0) (hfix : gapMap a c x0 = x0)
    (hx : x ≠ 0) :
    mixedMap a c u x - x0 = (1 - u - u * (x0 + a) / x) * (x - x0) := by
  unfold mixedMap gapMap
  rw [← (fixed_iff h0).1 hfix]
  field_simp
  ring

/-- For `a > 0`, a sequence that follows the undamped map wherever it is non-zero can converge to
the positive self-consistent force constant `x0` only by hitting it exactly. -/
theorem undamped_not_convergent {a c x0 : ℝ} (ha : 0 < a) (hx : 0 < x0)
    (hfix : gapMap a c x0 = x0) (x : ℕ → ℝ)
    (hstep : ∀ n, x n ≠ 0 → x (n + 1) = gapMap a c (x n))
    (hlim : Tendsto x atTop (𝓝 x0)) : ∃ n, x n = x0 := by
  by_contra hne
  push Not at hne
  obtain ⟨N, hN⟩ := eventually_atTop.1
    (hlim.eventually (Ioo_mem_nhds hx (show x0 < x0 + a by linarith)))
  -- close to `x0` every step enlarges the error
  have hgrow : ∀ k, |x N - x0| ≤ |x (N + k) - x0| := by
    intro k
    induction k with
    | zero => exact le_refl _
    | succ k ih =>
      obtain ⟨hp, hq⟩ := hN (N + k) (by omega)
      have he := mixed_error 1 hx.ne' hfix hp.ne'
      have hm : mixedMap a c 1 (x (N + k)) = x (N + k + 1) := by
        rw [hstep _ hp.ne']
        unfold mixedMap
        ring
      have hfac : 1 ≤ (x0 + a) / x (N + k) := (one_le_div hp).2 hq.le
      rw [hm, show (1 : ℝ) - 1 - 1 * (x0 + a) / x (N + k) = -((x0 + a) / x (N + k)) by ring] at he
      rw [← add_assoc, he, abs_mul, abs_neg, abs_of_pos (by linarith)]
      exact ih.trans (le_mul_of_one_le_left (abs_nonneg _) hfac)
  have hpos : 0 < |x N - x0| := abs_pos.2 (sub_ne_zero.2 (hne N))
  obtain ⟨M, hM⟩ := Metric.tendsto_atTop.1 hlim _ hpos
  have h1 := hM (N + M) (by omega)
  rw [Real.dist_eq] at h1
  linarith [hgrow M]

end

end UndampedNotConvergent
```

Messages:

```
Main.lean:61:60: error: linarith failed to find a contradiction
a c x0 : ℝ
ha : 0 < a
hx : 0 < x0
hfix : gapMap a c x0 = x0
x : ℕ → ℝ
hstep : ∀ (n : ℕ), x n ≠ 0 → x (n + 1) = gapMap a c (x n)
hlim : Tendsto x atTop (𝓝 x0)
hne : ∀ (n : ℕ), x n ≠ x0
N : ℕ
hN : ∀ (b : ℕ), N ≤ b → 0 < x b ∧ x b < x0 + a
k : ℕ
ih : |x N - x0| ≤ |x (N + k) - x0|
hp : 0 < x (N + k)
hq : x (N + k) < x0 + a
he : x (N + k + 1) - x0 = -((x0 + a) / x (N + k)) * (x (N + k) - x0)
hm : mixedMap a c 1 (x (N + k)) = x (N + k + 1)
hfac : 1 ≤ (x0 + a) / x (N + k)
a✝ : x N - x0 ≤ 0
⊢ False
failed
Main.lean:62:6: error: Type mismatch
  LE.le.trans ih (le_mul_of_one_le_left (abs_nonneg (x (N + k) - x0)) hfac)
has type
  |x N - x0| ≤ (x0 + a) / x (N + k) * |x (N + k) - x0|
but is expected to have type
  x N - x0 ≤ |(x0 + a) / x (N + k)| * |x (N + k) - x0|
```

Fix (accepted with no message):

```diff
@@ -45,5 +45,5 @@
   obtain ⟨N, hN⟩ := eventually_atTop.1
     (hlim.eventually (Ioo_mem_nhds hx (show x0 < x0 + a by linarith)))
-  -- close to `x0` every step enlarges the error
+  -- from step `N` on, the error never falls below its value at step `N`
   have hgrow : ∀ k, |x N - x0| ≤ |x (N + k) - x0| := by
     intro k
@@ -59,5 +59,6 @@
       have hfac : 1 ≤ (x0 + a) / x (N + k) := (one_le_div hp).2 hq.le
       rw [hm, show (1 : ℝ) - 1 - 1 * (x0 + a) / x (N + k) = -((x0 + a) / x (N + k)) by ring] at he
-      rw [← add_assoc, he, abs_mul, abs_neg, abs_of_pos (by linarith)]
+      have hfpos : 0 < (x0 + a) / x (N + k) := by linarith
+      rw [← add_assoc, he, abs_mul, abs_neg, abs_of_pos hfpos]
       exact ih.trans (le_mul_of_one_le_left (abs_nonneg _) hfac)
   have hpos : 0 < |x N - x0| := abs_pos.2 (sub_ne_zero.2 (hne N))
```

Diagnosis. Both errors come from `abs_of_pos (by linarith)` in the rewrite. The term does not say which quantity is positive, so the rewrite looks for any absolute value, and the first it finds is `|x N - x0|` on the left of the inequality, not the intended `|(x0 + a) / x (N + k)|`.

`linarith` is then asked to prove `0 < x N - x0`. This does not follow from the hypotheses, since the error may have either sign, and the first message shows the negated goal `x N - x0 ≤ 0` among the assumptions.

The second message shows the effect on the goal: the left side has lost its absolute value, while the factor on the right has kept its own. The term given to `exact` proves the intended inequality, which no longer matches.

The repair first proves `hfpos : 0 < (x0 + a) / x (N + k)`, which `linarith` gets from `hfac`. With `abs_of_pos hfpos` the quantity is fixed, so the rewrite acts on the right factor and the final `exact` fits. The changed comment is mere tidying.
